# The Hermite polynomial He_n is a signed sum over Wick pairings of n points

**A:** For every natural n, the probabilists' Hermite polynomial is

He_n(X) = Σ_s (−1)^c(s) X^f(s).

Here s runs over the permutations of n points with s∘s = id, c(s) counts two-cycles and f(s) counts fixed points. For n = 3, the identity and three transpositions give X³ − 3X.

```lean
import Mathlib

open Polynomial

namespace HermiteWick
```

**Q:** Are such permutations really Wick pairings?

**A:** Yes. A two-cycle is a contraction and a fixed point is an uncontracted factor. The points are `Fin n`, that is 0, …, n−1. The condition `i < s i` counts each contraction once.

```lean
/-- The Wick pairings of `n` points: permutations that are their own inverse. -/
def pairings (n : ℕ) : Finset (Equiv.Perm (Fin n)) :=
  Finset.univ.filter fun s => ∀ i, s (s i) = i

/-- The number of two-cycles (contractions) of `s`, each counted at its smaller point. -/
def contractions {n : ℕ} (s : Equiv.Perm (Fin n)) : ℕ :=
  (Finset.univ.filter fun i => i < s i ∧ s (s i) = i).card

/-- The number of fixed points (uncontracted factors) of `s`. -/
def unpaired {n : ℕ} (s : Equiv.Perm (Fin n)) : ℕ :=
  (Finset.univ.filter fun i => s i = i).card
```

**Q:** And where is the oscillator?

**A:** In two ring elements a and b with ab − ba = 1, the lowering and raising operators. Normal ordering puts every b to the left:

:(a+b)^n: = Σ_k C(n,k) b^k a^(n−k), with k = 0, …, n.

```lean
/-- The normal-ordered power `:(a + b)^n:`, a binomial sum with every `b` left of every `a`. -/
def normalPow {A : Type*} [Ring A] (a b : A) (n : ℕ) : A :=
  ∑ k ∈ Finset.range (n + 1), n.choose k • (b ^ k * a ^ (n - k))
```

**Q:** How do you get from n points to n+1?

**A:** Add a new point 0 in front of a pairing s. Left unpaired, it raises f by one and keeps c.

```lean
/-- Adding a new first point that stays unpaired keeps a pairing a pairing, keeps the number of
contractions and adds one unpaired point. -/
theorem keep_first {n : ℕ} (s : Equiv.Perm (Fin n)) :
    (Equiv.Perm.decomposeFin.symm (0, s) ∈ pairings (n + 1) ↔ s ∈ pairings n) ∧
    contractions (Equiv.Perm.decomposeFin.symm (0, s)) = contractions s ∧
    unpaired (Equiv.Perm.decomposeFin.symm (0, s)) = unpaired s + 1 := by
  have h0 : Equiv.Perm.decomposeFin.symm (0, s) 0 = 0 :=
    Equiv.Perm.decomposeFin_symm_apply_zero _ _
  have hs : ∀ x : Fin n, Equiv.Perm.decomposeFin.symm (0, s) x.succ = (s x).succ := by
    intro x
    rw [Equiv.Perm.decomposeFin_symm_apply_succ, Equiv.swap_self, Equiv.refl_apply]
  generalize Equiv.Perm.decomposeFin.symm (0, s) = t at h0 hs ⊢
  refine ⟨?_, ?_, ?_⟩
  · simp [pairings, Fin.forall_fin_succ, h0, hs]
  · simp only [contractions, Finset.card_filter, Fin.sum_univ_succ, h0, hs]
    simp
  · simp only [unpaired, Finset.card_filter, Fin.sum_univ_succ, h0, hs]
    simp [add_comm]
```

Otherwise it is contracted with one of the f unpaired points of s, which raises c by one and lowers f by one. In Lean, `decomposeFin.symm (a.succ, s)` inserts 0 into a cycle of s, just before the point called `a` in this lemma. The result is a pairing exactly when s is one and fixes that point.

```lean
/-- Inserting a new first point just before `a` in its cycle under `s` gives a pairing exactly when
`s` is a pairing that leaves `a` unpaired; one contraction is then gained and one unpaired point
lost. -/
theorem contract_first {n : ℕ} (s : Equiv.Perm (Fin n)) (a : Fin n) :
    (Equiv.Perm.decomposeFin.symm (a.succ, s) ∈ pairings (n + 1) ↔
      s ∈ pairings n ∧ s a = a) ∧
    (s a = a →
      contractions (Equiv.Perm.decomposeFin.symm (a.succ, s)) = contractions s + 1 ∧
      unpaired (Equiv.Perm.decomposeFin.symm (a.succ, s)) + 1 = unpaired s) := by
  have h0 : Equiv.Perm.decomposeFin.symm (a.succ, s) 0 = a.succ :=
    Equiv.Perm.decomposeFin_symm_apply_zero _ _
  have hs : ∀ x : Fin n, Equiv.Perm.decomposeFin.symm (a.succ, s) x.succ =
      if s x = a then 0 else (s x).succ := by
    intro x
    rw [Equiv.Perm.decomposeFin_symm_apply_succ, Equiv.swap_apply_def]
    simp [Fin.succ_ne_zero]
  generalize Equiv.Perm.decomposeFin.symm (a.succ, s) = t at h0 hs ⊢
  have hsa : s a = a → t a.succ = 0 := fun h => by rw [hs, if_pos h]
  -- if `s` fixes `a`, the new permutation acts as `s` on every other point, and `s` sends none to `a`
  have hx : s a = a → ∀ x, x ≠ a → t x.succ = (s x).succ ∧ s x ≠ a := by
    intro ha x hxa
    have h : s x ≠ a := fun h => hxa (s.injective (h.trans ha.symm))
    exact ⟨by rw [hs, if_neg h], h⟩
  constructor
  · simp only [pairings, Finset.mem_filter, Finset.mem_univ, true_and]
    constructor
    · intro h
      have ha : s a = a := by
        by_contra hne
        have h1 := h 0
        rw [h0, hs, if_neg hne] at h1
        exact Fin.succ_ne_zero _ h1
      refine ⟨fun x => ?_, ha⟩
      by_cases hxa : x = a
      · rw [hxa, ha, ha]
      · obtain ⟨h1, h2⟩ := hx ha x hxa
        have h3 := h x.succ
        rw [h1, (hx ha _ h2).1] at h3
        exact Fin.succ_injective _ h3
    · rintro ⟨h, ha⟩ i
      refine Fin.cases ?_ (fun x => ?_) i
      · rw [h0, hsa ha]
      · by_cases hxa : x = a
        · rw [hxa, hsa ha, h0]
        · obtain ⟨h1, h2⟩ := hx ha x hxa
          rw [h1, (hx ha _ h2).1, h x]
  · intro ha
    constructor
    · have key : ∀ x : Fin n, (x.succ < t x.succ ∧ t (t x.succ) = x.succ) ↔
          (x < s x ∧ s (s x) = x) := by
        intro x
        by_cases hxa : x = a
        · rw [hxa]
          simp [hsa ha, ha]
        · obtain ⟨h1, h2⟩ := hx ha x hxa
          rw [h1, (hx ha _ h2).1, Fin.succ_lt_succ_iff, Fin.succ_inj]
      simp only [contractions, Finset.card_filter, Fin.sum_univ_succ, key, h0, hsa ha]
      simp [Fin.succ_pos, add_comm]
    · have key : ∀ x : Fin n, (if s x = x then 1 else 0 : ℕ) =
          (if t x.succ = x.succ then 1 else 0) + (if x = a then 1 else 0) := by
        intro x
        by_cases hxa : x = a
        · rw [hxa]
          simp [hsa ha, ha, (Fin.succ_ne_zero a).symm]
        · rw [(hx ha x hxa).1]
          simp [hxa]
      simp only [unpaired, Finset.card_filter, Fin.sum_univ_succ, h0, key,
        Finset.sum_add_distrib]
      simp [Fin.succ_ne_zero]
```

Removing point 0 reverses both moves, so every pairing of n+1 points arises once. For any weight g,

Σ_(n+1 points) g(c, f) = Σ_(n points) [g(c, f+1) + f·g(c+1, f−1)].

At f = 0 the last term has multiplicity zero. The proof reindexes the sum by the image of 0 and the remaining permutation; `split` then evaluates the inner sum for each s.

```lean
/-- Recursion for sums over Wick pairings: the first point is either unpaired or contracted with
one of the unpaired points of a pairing of the others. -/
theorem sum_pairings_succ {M : Type*} [AddCommMonoid M] (g : ℕ → ℕ → M) (n : ℕ) :
    ∑ s ∈ pairings (n + 1), g (contractions s) (unpaired s) =
      ∑ s ∈ pairings n, (g (contractions s) (unpaired s + 1) +
        unpaired s • g (contractions s + 1) (unpaired s - 1)) := by
  have split : ∀ s : Equiv.Perm (Fin n), (∑ p : Fin (n + 1),
      if Equiv.Perm.decomposeFin.symm (p, s) ∈ pairings (n + 1) then
        g (contractions (Equiv.Perm.decomposeFin.symm (p, s)))
          (unpaired (Equiv.Perm.decomposeFin.symm (p, s))) else 0) =
      if s ∈ pairings n then (g (contractions s) (unpaired s + 1) +
        unpaired s • g (contractions s + 1) (unpaired s - 1)) else 0 := by
    intro s
    rw [Fin.sum_univ_succ]
    obtain ⟨m0, c0, f0⟩ := keep_first s
    by_cases hs : s ∈ pairings n
    · rw [if_pos (m0.2 hs), if_pos hs, c0, f0]
      congr 1
      have h : ∀ a : Fin n,
          (if Equiv.Perm.decomposeFin.symm (a.succ, s) ∈ pairings (n + 1) then
            g (contractions (Equiv.Perm.decomposeFin.symm (a.succ, s)))
              (unpaired (Equiv.Perm.decomposeFin.symm (a.succ, s))) else 0) =
          if s a = a then g (contractions s + 1) (unpaired s - 1) else 0 := by
        intro a
        obtain ⟨m, v⟩ := contract_first s a
        by_cases ha : s a = a
        · obtain ⟨c1, f1⟩ := v ha
          rw [if_pos (m.2 ⟨hs, ha⟩), if_pos ha, c1, ← f1, Nat.add_sub_cancel]
        · rw [if_neg (fun h => ha (m.1 h).2), if_neg ha]
      rw [Finset.sum_congr rfl (fun a _ => h a), ← Finset.sum_filter, Finset.sum_const]
      rfl
    · rw [if_neg hs, if_neg (fun h => hs (m0.1 h)), zero_add]
      exact Finset.sum_eq_zero fun a _ =>
        if_neg fun h => hs ((contract_first s a).1.1 h).1
  rw [← Finset.univ_inter (pairings (n + 1)), ← Finset.sum_ite_mem,
    ← Equiv.sum_comp Equiv.Perm.decomposeFin.symm, Fintype.sum_prod_type_right,
    Finset.sum_congr rfl (fun s _ => split s), Finset.sum_ite_mem, Finset.univ_inter]
```

**Q:** Why does that produce Hermite polynomials?

**A:** They satisfy He_0 = 1 and He_(n+1) = X He_n − He_n'. Take g = (−1)^c X^f. The bracket becomes

(−1)^c X^(f+1) − f (−1)^c X^(f−1) = X·g − g',

which is the Hermite recursion term by term. The empty pairing gives He_0 = 1. In the code, `hd` is the derivative of one term and `ring` matches the signs.

```lean
/-- The Hermite polynomial `He_n` is the sum over Wick pairings of `n` points, with a factor `-1`
for each contraction and a factor `X` for each unpaired point. -/
theorem hermite_eq_sum_pairings (n : ℕ) :
    hermite n = ∑ s ∈ pairings n, (-1) ^ contractions s * X ^ unpaired s := by
  induction n with
  | zero => simp [pairings, contractions, unpaired]
  | succ n ih =>
    refine Eq.trans ?_ (sum_pairings_succ (fun c f => ((-1) ^ c * X ^ f : ℤ[X])) n).symm
    rw [hermite_succ, ih, Finset.mul_sum, derivative_sum, ← Finset.sum_sub_distrib]
    refine Finset.sum_congr rfl fun s _ => ?_
    -- the derivative of one term: a factor `f` appears and the exponent `f` becomes `f - 1`
    have hd : ∀ c f : ℕ, derivative ((-1 : ℤ[X]) ^ c * X ^ f) =
        (-1) ^ c * ((f : ℤ[X]) * X ^ (f - 1)) := by
      intro c f
      have hc : (-1 : ℤ[X]) ^ c = C ((-1) ^ c) := by simp
      rw [hc, derivative_C_mul, derivative_X_pow]
      simp
    simp only [nsmul_eq_mul, hd]
    ring
```

By hand, dropping the sign gives a neighbouring result: P_n = Σ_s X^f obeys P_(n+1) = X P_n + P_n', the recursion for the n-th moment of a Gaussian with mean X and unit variance.

**Q:** Wick's theorem expands a power, though. You have expanded He_n.

**A:** The proof of the inverse expansion uses He_(n+1)' = (n+1) He_n. It holds for n = 0, since He_1 = X. If it holds for n, then

He_(n+2)' = He_(n+1) + (n+1)(X He_n − He_n') = (n+2) He_(n+1).

```lean
/-- Differentiation lowers the Hermite index: `He_{n+1}' = (n+1) He_n`. -/
theorem hermite_lowering (n : ℕ) :
    derivative (hermite (n + 1)) = ((n : ℤ[X]) + 1) * hermite n := by
  induction n with
  | zero => simp [hermite_succ]
  | succ n ih =>
    have hc : derivative ((n : ℤ[X]) + 1) = 0 := by simp
    rw [hermite_succ (n + 1), derivative_sub, derivative_mul, derivative_X, ih,
      derivative_mul, hc]
    push_cast
    linear_combination (-((n : ℤ[X]) + 1)) * hermite_succ n
```

Hence X He_f = He_(f+1) + f He_(f−1), which is the pairing recursion with g = He_f. Induction gives X^n = Σ_s He_f(s).

```lean
/-- The power `X^n` is the sum over Wick pairings of the Hermite polynomials whose index is the
number of unpaired points. -/
theorem X_pow_eq_sum_hermite (n : ℕ) :
    (X : ℤ[X]) ^ n = ∑ s ∈ pairings n, hermite (unpaired s) := by
  have h : ∀ f : ℕ, X * hermite f = hermite (f + 1) + f • hermite (f - 1) := by
    intro f
    cases f with
    | zero => simp [hermite_succ]
    | succ k =>
      rw [hermite_succ (k + 1), hermite_lowering, nsmul_eq_mul, Nat.add_sub_cancel]
      push_cast
      ring
  induction n with
  | zero => simp [pairings, unpaired]
  | succ n ih =>
    refine Eq.trans ?_ (sum_pairings_succ (fun _ f => hermite f) n).symm
    rw [pow_succ', ih, Finset.mul_sum]
    exact Finset.sum_congr rfl fun s _ => h _
```

**Q:** X commutes with everything. Ladder operators do not.

**A:** Only a+b is substituted for X, and it commutes with itself. For a polynomial p, [a, p(a+b)] = p'(a+b). The induction step, with P = p(a+b), is

[a, P·(a+b)] = [a, P]·(a+b) + P·[a, b] = p'(a+b)·(a+b) + P.

```lean
/-- If `[a, b] = 1`, the commutator of `a` with a polynomial in `a + b` is the derivative of that
polynomial, evaluated at `a + b`. -/
theorem commutator_aeval {A : Type*} [Ring A] {a b : A} (h : a * b - b * a = 1) (p : ℤ[X]) :
    a * aeval (a + b) p - aeval (a + b) p * a = aeval (a + b) (derivative p) := by
  induction p using Polynomial.induction_on with
  | C r => rw [aeval_C, derivative_C, map_zero, Algebra.commutes, sub_self]
  | add p q hp hq =>
    simp only [map_add, ← hp, ← hq]
    noncomm_ring
  | monomial n r ih =>
    rw [pow_succ, ← mul_assoc]
    generalize C r * X ^ n = q at ih ⊢
    rw [derivative_mul, derivative_X, mul_one]
    simp only [map_add, map_mul, aeval_X, ← ih]
    generalize aeval (a + b) q = Q
    calc a * (Q * (a + b)) - Q * (a + b) * a
        = (a * Q - Q * a) * (a + b) + Q * (a * b - b * a) := by noncomm_ring
      _ = (a * Q - Q * a) * (a + b) + Q := by rw [h, mul_one]
```

Now write H = He_n(a+b). Then

He_(n+1)(a+b) = (a+b)H − [a, H] = bH + Ha.

By Pascal's rule, normal-ordered powers obey the same recursion (`step`), and both sequences start at 1.

```lean
/-- For ladder operators with `[a, b] = 1`, the Hermite polynomial of `a + b` is the
normal-ordered power of `a + b`. -/
theorem hermite_eq_normalPow {A : Type*} [Ring A] {a b : A} (h : a * b - b * a = 1) (n : ℕ) :
    aeval (a + b) (hermite n) = normalPow a b n := by
  -- a further factor puts `b` on the far left or `a` on the far right
  have step : ∀ m, normalPow a b (m + 1) = b * normalPow a b m + normalPow a b m * a := by
    intro m
    unfold normalPow
    rw [← Finset.Nat.sum_antidiagonal_eq_sum_range_succ
        (fun i j => (m + 1).choose i • (b ^ i * a ^ j)) (m + 1),
      ← Finset.Nat.sum_antidiagonal_eq_sum_range_succ
        (fun i j => m.choose i • (b ^ i * a ^ j)) m]
    refine (Finset.sum_antidiagonal_choose_succ_nsmul (fun i j => b ^ i * a ^ j) m).trans ?_
    rw [add_comm, Finset.mul_sum, Finset.sum_mul]
    congr 1
    · refine Finset.sum_congr rfl fun ij hij => ?_
      have hm : ij.1 + ij.2 = m := by simpa using hij
      rw [← Nat.choose_symm_of_eq_add hm.symm]
      simp only [pow_succ', mul_smul_comm, mul_assoc]
    · refine Finset.sum_congr rfl fun ij _ => ?_
      simp only [pow_succ, smul_mul_assoc, mul_assoc]
  induction n with
  | zero => simp [normalPow]
  | succ n ih =>
    rw [step, ← ih, hermite_succ, map_sub, map_mul, aeval_X, ← commutator_aeval h]
    noncomm_ring
```

Evaluating the expansion of X^n at a+b gives the operator identity.

```lean
/-- Wick's theorem for powers of `a + b` with `[a, b] = 1`: the power is the sum over all pairings
of its factors of the normal-ordered power of the unpaired ones. -/
theorem wick_pow {A : Type*} [Ring A] {a b : A} (h : a * b - b * a = 1) (n : ℕ) :
    (a + b) ^ n = ∑ s ∈ pairings n, normalPow a b (unpaired s) := by
  have hX := congrArg (aeval (a + b)) (X_pow_eq_sum_hermite n)
  simpa only [map_pow, aeval_X, map_sum, hermite_eq_normalPow h] using hX
```

**Q:** What does that buy me in a calculation?

**A:** For n = 4,

(a+b)⁴ = :(a+b)⁴: + 6 :(a+b)²: + 3.

With b = a†, the normal-ordered terms average to zero in the ground state, so the average of (a+b)⁴ is 3. For an oscillator of mass m and angular frequency ω, the position is x = √(ħ/(2mω)) (a + a†). Adding λx⁴ to the Hamiltonian therefore shifts the ground-state energy by 3λ(ħ/(2mω))² to first order in λ.

**Q:** So is this the field theorist's Wick theorem?

**A:** It covers powers of one operator a+b, but not products of different operators, time ordering or fermions. The commutator is a hypothesis, and b need not be the adjoint of a. Truncated ladder matrices violate it, because a commutator of finite matrices has trace zero. Differentiation and multiplication by X on integer polynomials satisfy it, by the product rule:

(Xp)' − Xp' = p.

```lean
/-- Differentiation and multiplication by `X` on integer polynomials satisfy `[a, b] = 1`. -/
theorem commutator_witness :
    (derivative : Module.End ℤ ℤ[X]) * LinearMap.mulLeft ℤ (X : ℤ[X]) -
      LinearMap.mulLeft ℤ (X : ℤ[X]) * (derivative : Module.End ℤ ℤ[X]) = 1 := by
  refine LinearMap.ext fun p => ?_
  change derivative (X * p) - X * derivative p = p
  rw [derivative_mul, derivative_X]
  ring

end HermiteWick
```

```lean
#print axioms HermiteWick.hermite_eq_sum_pairings
-- 'HermiteWick.hermite_eq_sum_pairings' depends on axioms: [propext, Classical.choice, Quot.sound]
#print axioms HermiteWick.wick_pow
-- 'HermiteWick.wick_pow' depends on axioms: [propext, Classical.choice, Quot.sound]
```
